# A polynomial gap of degree at most n − 1, flat to order n − 1 at full coupling, gives the exact-exchange fraction 1/n

Take a straight line p(λ) on the interval from λ = 0 to λ = 1, with p(0) = D and p(1) = 0. These two values leave only

p(λ) = D(1 − λ),

and the area under the line is D/2. If p is the exact integrand of the adiabatic connection minus an approximate one, adding half of p(0) corrects the coupling average. At λ = 0 the difference is one in exchange, so the correction replaces half of the approximate exchange by exact exchange. This is the case n = 2. For larger n the line becomes a polynomial of higher degree, with more conditions at λ = 1, and the half becomes 1/n.

In the adiabatic connection the electron repulsion is scaled by λ while the density is held fixed. The exchange-correlation energy is the average of an integrand W(λ):

E_xc = ∫₀¹ W(λ) dλ.

At λ = 0 the electrons do not interact, and W(0) is the exact exchange energy E_x. An approximate functional has its own integrand V(λ), with V(0) its approximate exchange energy. The gap between them is p(λ) = W(λ) − V(λ), with D = p(0) = W(0) − V(0).

In the Lean file the gap is a real polynomial, `p : ℝ[X]`, and its value at coupling `l` is `p.eval l`. No Hamiltonian or density appears; `W` and `V` are real functions. That the gap is a polynomial is assumed, and so is the value of n.

```lean
import Mathlib

open Polynomial

namespace HybridMixingFraction
```

## Flatness at full coupling

Semilocal approximations are usually expected to do better near λ = 1 than near λ = 0. The model expresses this by letting the gap vanish at λ = 1 together with its first few derivatives. "Flat to order m" means that the derivatives of orders 0, …, m − 1 vanish there. Order 0 is the value itself, so for m ≥ 1 the approximation is exact at full coupling. For m = 0 there is no condition.

```lean
/-- The polynomial `p` in the coupling constant is flat to order `m` at full coupling:
its derivatives of orders `0, ..., m - 1` vanish at coupling `1`. -/
def FlatAtFullCoupling (m : ℕ) (p : ℝ[X]) : Prop :=
  ∀ k < m, (derivative^[k] p).eval 1 = 0
```

By hand, expand p about λ = 1:

p(λ) = Σₖ p⁽ᵏ⁾(1)/k! · (λ − 1)ᵏ.

If the terms with k < m vanish, every remaining term contains (λ − 1)ᵐ, so with some polynomial q

p(λ) = (1 − λ)ᵐ q(λ).

Conversely, each differentiation removes at most one factor 1 − λ:

d/dλ [(1 − λ)ᵏ⁺² q] = (1 − λ)ᵏ⁺¹ [(1 − λ)q′ − (k + 2)q].

After k differentiations of (1 − λ)ᵏ⁺¹ q at least one factor is left, and the result vanishes at λ = 1.

The first lemma below records the degree of 1 − X, which is needed for the degree bound. The second is the converse just described, by induction on k. Its statement covers all `q` at once, because the cofactor changes with each differentiation.

```lean
/-- The polynomial `1 - X` has degree one. -/
lemma natDegree_one_sub_X : (1 - X : ℝ[X]).natDegree = 1 := by
  have h : (1 - X : ℝ[X]) = -(X - C 1) := by
    rw [C_1]; ring
  rw [h, natDegree_neg, natDegree_X_sub_C]

/-- A polynomial with the factor `(1 - X) ^ (k + 1)` has a vanishing `k`-th derivative
at full coupling. -/
lemma eval_iterate_derivative (k : ℕ) :
    ∀ q : ℝ[X], (derivative^[k] ((1 - X) ^ (k + 1) * q)).eval 1 = 0 := by
  induction k with
  | zero => intro q; simp
  | succ k ih =>
    intro q
    -- each differentiation removes at most one factor `1 - X`
    have h : derivative ((1 - X) ^ (k + 1 + 1) * q)
        = (1 - X) ^ (k + 1) * ((1 - X) * derivative q - ((k : ℝ[X]) + 2) * q) := by
      simp [derivative_mul, derivative_pow]
      ring
    rw [Function.iterate_succ_apply, h]
    exact ih _
```

The equivalence of flatness and divisibility is `flat_iff_dvd`. In place of the Taylor expansion, the forward direction uses a Mathlib result: if a nonzero polynomial has vanishing derivatives of orders 0 to j at a point, its root there has multiplicity greater than j. This yields a factor (X − 1)ᵐ, and the sign (−1)ᵐ goes into the cofactor. In the other direction, for k < m, the surplus factors are moved into the cofactor until exactly k + 1 remain, and the previous lemma applies.

```lean
/-- A polynomial is flat to order `m` at full coupling exactly when it contains the
factor `(1 - X) ^ m`. -/
theorem flat_iff_dvd (m : ℕ) (p : ℝ[X]) :
    FlatAtFullCoupling m p ↔ (1 - X) ^ m ∣ p := by
  constructor
  · intro h
    by_cases hp : p = 0
    · rw [hp]; exact dvd_zero _
    -- the vanishing derivatives bound the multiplicity of the root at `1` from below
    have hm : m ≤ p.rootMultiplicity 1 := by
      cases m with
      | zero => exact Nat.zero_le _
      | succ j =>
        exact lt_rootMultiplicity_of_isRoot_iterate_derivative hp
          (fun k hk => h k (Nat.lt_succ_of_le hk))
    obtain ⟨r, hr⟩ := (le_rootMultiplicity_iff hp).1 hm
    have e : (1 - X : ℝ[X]) * (-1) = X - C 1 := by
      rw [C_1]; ring
    refine ⟨(-1) ^ m * r, ?_⟩
    rw [← mul_assoc, ← mul_pow, e]
    exact hr
  · rintro ⟨q, rfl⟩ k hk
    obtain ⟨j, rfl⟩ := Nat.exists_eq_add_of_lt hk
    have h : (1 - X : ℝ[X]) ^ (k + j + 1) * q
        = (1 - X) ^ (k + 1) * ((1 - X) ^ j * q) := by ring
    rw [h]
    exact eval_iterate_derivative k _
```

Without flatness the result fails already at n = 2. The constant gap p(λ) = D has degree at most 1 and the right value at λ = 0, but its average is D, which differs from D/2 whenever D ≠ 0.

## The degree bound and the value at zero coupling

The bound on the degree says that the gap has no more structure than the flatness conditions can control. It is a simplicity assumption about the model and not a property of the electronic system. The value D has a direct meaning: it is the exchange error E_x − V(0).

Set m = n − 1. In p = (1 − λ)ᵐ q with q ≠ 0, degrees add:

deg p = m + deg q ≤ m.

Hence q is a constant c; if q = 0, it is constant anyway. Setting λ = 0 gives c = p(0) = D, and therefore

p(λ) = D(1 − λ)ᵐ.

The theorem `gap_shape_iff` states this as an equivalence: the three conditions hold together exactly when `p` is `C D * (1 - X) ^ m`, where `C D` is the constant polynomial D. The step `hq` is the degree count, and `hc` is the evaluation at zero. The second half of the proof checks that this polynomial does satisfy all three conditions.

```lean
/-- A polynomial has degree at most `m`, is flat to order `m` at full coupling and takes
the value `D` at zero coupling if and only if it is `D (1 - X) ^ m`. -/
theorem gap_shape_iff (m : ℕ) (D : ℝ) (p : ℝ[X]) :
    (p.natDegree ≤ m ∧ FlatAtFullCoupling m p ∧ p.eval 0 = D)
      ↔ p = C D * (1 - X) ^ m := by
  constructor
  · rintro ⟨hdeg, hflat, h0⟩
    obtain ⟨q, rfl⟩ := (flat_iff_dvd m p).1 hflat
    have hX : (1 - X : ℝ[X]) ≠ 0 := by
      intro h
      have h1 := natDegree_one_sub_X
      rw [h, natDegree_zero] at h1
      exact absurd h1 (by norm_num)
    -- the degree bound leaves only a constant cofactor
    have hq : q.natDegree = 0 := by
      by_cases hq0 : q = 0
      · rw [hq0, natDegree_zero]
      · rw [natDegree_mul (pow_ne_zero m hX) hq0, natDegree_pow,
          natDegree_one_sub_X] at hdeg
        omega
    obtain ⟨c, rfl⟩ : ∃ c, q = C c := ⟨_, eq_C_of_natDegree_eq_zero hq⟩
    -- the value at zero coupling fixes the constant
    have hc : c = D := by simpa using h0
    rw [hc, mul_comm]
  · rintro rfl
    refine ⟨?_, (flat_iff_dvd m _).2 (dvd_mul_left _ _), by simp⟩
    refine (natDegree_C_mul_le _ _).trans ?_
    rw [natDegree_pow, natDegree_one_sub_X, mul_one]
```

If the degree bound is relaxed by one at n = 2, the gap

p(λ) = (1 − λ)(D + cλ)

is still zero at λ = 1 and equal to D at λ = 0, yet its average is D/2 + c/6 with c free. If the value at zero coupling is left open instead, the shape (1 − λ)ᵐ survives but its height is unknown, and so is the size of the correction.

## The integer n starts at one

The integer n sets how sharply the gap is concentrated near zero coupling. For n = 1 the gap is constant, there are no flatness conditions, and the whole exchange error is corrected. For n = 4 the gap falls off as (1 − λ)³ and the fraction is 1/4, the one used in the PBE0 hybrid.

The average follows from the substitution u = 1 − λ:

∫₀¹ (1 − λ)ᵐ dλ = ∫₀¹ uᵐ du = 1/(m + 1).

With m = n − 1 the denominator is n, and multiplication by D gives D/n.

```lean
/-- The average of `(1 - l) ^ m` over the coupling constant `l` in `[0, 1]` is
`1 / (m + 1)`. -/
lemma integral_one_sub_pow (m : ℕ) :
    ∫ l in (0 : ℝ)..1, (1 - l) ^ m = 1 / ((m : ℝ) + 1) :=
  (intervalIntegral.integral_comp_sub_left (fun x : ℝ => x ^ m) 1).trans
    (by simp [integral_pow])
```

The theorem `mixing_fraction` has the hypotheses `hn` for n ≥ 1, `hdeg` for the degree, `hflat` for flatness and `h0` for the value D. It concludes that p(λ) = D(1 − λ)ⁿ⁻¹ for every real λ and that the integral over [0, 1] is D/n. The proof takes the shape from `gap_shape_iff`, evaluates it, and pulls D out of the integral. The condition n ≥ 1 enters in `hcast`, which identifies (n − 1) + 1 with n.

```lean
/-- For `n ≥ 1`, a polynomial of degree at most `n - 1` that equals `D` at zero coupling
and is flat to order `n - 1` at full coupling is `D (1 - l) ^ (n - 1)`, and its integral
over the coupling constant is `D / n`. -/
theorem mixing_fraction {n : ℕ} (hn : 1 ≤ n) {D : ℝ} {p : ℝ[X]}
    (hdeg : p.natDegree ≤ n - 1) (hflat : FlatAtFullCoupling (n - 1) p)
    (h0 : p.eval 0 = D) :
    (∀ l : ℝ, p.eval l = D * (1 - l) ^ (n - 1)) ∧
      ∫ l in (0 : ℝ)..1, p.eval l = D / n := by
  have hp := (gap_shape_iff (n - 1) D p).1 ⟨hdeg, hflat, h0⟩
  have hl : ∀ l : ℝ, p.eval l = D * (1 - l) ^ (n - 1) := by
    intro l
    rw [hp]
    simp
  refine ⟨hl, ?_⟩
  have hcast : ((n - 1 : ℕ) : ℝ) + 1 = n := by
    exact_mod_cast Nat.sub_add_cancel hn
  simp only [hl]
  rw [intervalIntegral.integral_const_mul, integral_one_sub_pow, hcast, mul_one_div]
```

At n = 0 the fraction 1/n has no meaning. Lean would read n − 1 as 0 and D/0 as 0, so the integral formula would be false for a constant gap D ≠ 0.

## An integrable approximation that differs from the exact integrand by p

To pass from the gap to a functional, assume that the approximate integrand V has a coupling average and that W = V + p holds along the whole path. Then

∫₀¹ W dλ = ∫₀¹ V dλ + ∫₀¹ p dλ = ∫₀¹ V dλ + (1/n)(W(0) − V(0)).

In energies this is the global hybrid formula

E_xc = E_xc^approx + (1/n)(E_x − E_x^approx).

The coefficient 1/n is the share of exact exchange in this hybrid. Other global hybrids may use a fitted share that is not of the form 1/n. Here the share follows from a polynomial gap with a chosen n, and the equality for E_xc is only as good as that model.

In `global_hybrid`, `hV` is the integrability of V and `hW` is the relation W = V + p on the closed interval. V need not be a polynomial, or even continuous. The proof uses `hW` twice: at λ = 0, to identify p(0) with W(0) − V(0), and under the integral, to replace W by V + p. The integral is then split with `hV`, and `mixing_fraction` supplies the second part.

```lean
/-- Let the exact integrand `W` differ from an integrable approximate integrand `V` on
`[0, 1]` by a polynomial of degree at most `n - 1`, flat to order `n - 1` at full coupling,
with `n ≥ 1`. Then the integral of `W` is that of `V` plus the fraction `1 / n` of the
difference `W 0 - V 0` at zero coupling. -/
theorem global_hybrid {n : ℕ} (hn : 1 ≤ n) {W V : ℝ → ℝ} {p : ℝ[X]}
    (hV : IntervalIntegrable V MeasureTheory.volume 0 1)
    (hW : ∀ l ∈ Set.Icc (0 : ℝ) 1, W l = V l + p.eval l)
    (hdeg : p.natDegree ≤ n - 1) (hflat : FlatAtFullCoupling (n - 1) p) :
    ∫ l in (0 : ℝ)..1, W l = (∫ l in (0 : ℝ)..1, V l) + 1 / n * (W 0 - V 0) := by
  have h0 : p.eval 0 = W 0 - V 0 := by
    have h := hW 0 ⟨le_refl _, zero_le_one⟩
    linarith
  have hcongr : ∫ l in (0 : ℝ)..1, W l = ∫ l in (0 : ℝ)..1, (V l + p.eval l) := by
    apply intervalIntegral.integral_congr
    intro l hl
    rw [Set.uIcc_of_le zero_le_one] at hl
    exact hW l hl
  rw [hcongr, intervalIntegral.integral_add hV (p.continuous.intervalIntegrable 0 1),
    (mixing_fraction hn hdeg hflat h0).2]
  ring
```

Without integrability, for instance with V(λ) = 1/λ for λ > 0, there is no approximate energy to correct. If the relation held only for λ > 0, the value W(0) could be changed at will without affecting any average, and the exchange difference would no longer be tied to p.

## One flatness condition fewer leaves the fraction open

The examples above were for n = 2. The last theorem treats every order: with degree at most m + 1, flatness only to order m and a given D, the average can be any real number a. In terms of n = m + 2, the degree bound n − 1 is kept and the highest flatness condition is missing. In terms of n = m + 1, flatness is complete and the degree bound is too weak by one. For D ≠ 0 every fraction a/D therefore occurs.

By hand, take a linear cofactor and use λ = 1 − (1 − λ):

p(λ) = (1 − λ)ᵐ(D + cλ) = (D + c)(1 − λ)ᵐ − c(1 − λ)ᵐ⁺¹.

Its average is

(D + c)/(m + 1) − c/(m + 2) = D/(m + 1) + c/((m + 1)(m + 2)),

which equals a for

c = (m + 2)((m + 1)a − D).

The proof of `fraction_undetermined` starts from this c. Flatness comes from the visible factor through `flat_iff_dvd`; the identity `h` is the rewriting above, and the closing algebra confirms the value a.

```lean
/-- With degree at most `m + 1` but flatness only to order `m`, the value `D` at zero
coupling does not fix the coupling integral: every real number `a` occurs. -/
theorem fraction_undetermined (m : ℕ) (D a : ℝ) :
    ∃ p : ℝ[X], p.natDegree ≤ m + 1 ∧ FlatAtFullCoupling m p ∧ p.eval 0 = D ∧
      ∫ l in (0 : ℝ)..1, p.eval l = a := by
  -- the slope `c` of the linear cofactor is tuned to the target value
  obtain ⟨c, hc⟩ : ∃ c : ℝ, c = ((m : ℝ) + 2) * (((m : ℝ) + 1) * a - D) := ⟨_, rfl⟩
  refine ⟨(1 - X) ^ m * (C D + C c * X), ?_,
    (flat_iff_dvd m _).2 (dvd_mul_right _ _), by simp, ?_⟩
  · refine natDegree_mul_le_of_le ?_ ?_
    · rw [natDegree_pow, natDegree_one_sub_X, mul_one]
    · compute_degree
  · have h : ∀ l : ℝ, ((1 - X) ^ m * (C D + C c * X) : ℝ[X]).eval l
        = (D + c) * (1 - l) ^ m - c * (1 - l) ^ (m + 1) := by
      intro l
      simp only [eval_mul, eval_pow, eval_sub, eval_one, eval_X, eval_add, eval_C]
      ring
    simp only [h]
    rw [intervalIntegral.integral_sub
        (Continuous.intervalIntegrable (by fun_prop) 0 1)
        (Continuous.intervalIntegrable (by fun_prop) 0 1),
      intervalIntegral.integral_const_mul, intervalIntegral.integral_const_mul,
      integral_one_sub_pow, integral_one_sub_pow, hc]
    have h1 : (m : ℝ) + 1 ≠ 0 := by positivity
    have h2 : (m : ℝ) + 1 + 1 ≠ 0 := by positivity
    push_cast
    field_simp
    ring

end HybridMixingFraction
```

```lean
#print axioms HybridMixingFraction.global_hybrid
#print axioms HybridMixingFraction.fraction_undetermined
```

```
'HybridMixingFraction.global_hybrid' depends on axioms: [propext, Classical.choice, Quot.sound]
'HybridMixingFraction.fraction_undetermined' depends on axioms: [propext, Classical.choice, Quot.sound]
```

The same cofactor argument gives a neighbouring formula in which the slope at zero coupling takes the place of the missing condition. Let s = p′(0). Then s = c − mD, so c = s + mD, and with n = m + 2 the average becomes

∫₀¹ p(λ) dλ = 2D/n + s/(n(n − 1)).

For s = −(n − 1)D, the slope of D(1 − λ)ⁿ⁻¹, this returns D/n. For the exact integrand, the slope at λ = 0 is twice the correlation energy of second-order perturbation theory in λ at fixed density, so such a correction combines exact exchange with a perturbative correlation term. The file contains no proof of this variant.
